# A staggered Dirac operator on a periodic chain: |E| ≥ |m|, and two zero modes when m = 0

Take a ring of two sites with spacing h > 0 and put two complex fields on it, u and v. Let m be a real mass, D the forward difference divided by h, D* its adjoint, and

H(u, v) = (m u + D*v, Du − m v).

On constant fields both differences vanish, so H acts as diag(m, −m) and gives E = ±m. The alternating field s = (1, −1) satisfies Ds = D*s = −(2/h) s. On spinors (a s, b s), H therefore acts on the amplitudes (a, b) as the matrix

[[m, −2/h], [−2/h, −m]],

whose square is (m² + 4/h²) times the identity. The remaining energies are E = ±√(m² + 4/h²). Mass and lattice gradient add in squares, so no energy falls inside the gap (−|m|, |m|). At m = 0 only the two constant modes have zero energy.

On a ring of one site every field is constant. Then H = diag(m, −m), and at m = 0 the kernel is the whole two-dimensional space.

## The square, the gap and the kernel

For n ≥ 1 sites, real m and h ≠ 0, define

(Du)(x) = (u(x+1) − u(x))/h,
(D*v)(x) = (v(x−1) − v(x))/h,
(Lu)(x) = (u(x+1) − 2u(x) + u(x−1))/h².

Here |m| is the rest energy in units with ħ = c = 1. The operator H is Hermitian, and

H²(u, v) = (m²u − Lu, m²v − Lv).

Every eigenvalue is real with |E| ≥ |m|. At m = 0 the kernel consists of the spinors with constant components and has dimension 2.

## Linear solves and zero modes in a code

For a free particle on a one-dimensional ring, these facts say when the discretized equation Hψ = η, with a given spinor η, has a unique solution. If m ≠ 0, then ‖Hψ‖ ≥ |m| ‖ψ‖, so Hψ = η has a unique solution, with norm at most ‖η‖/|m|. If m = 0, a solution exists exactly when each component of η sums to zero over the ring, and it is fixed only up to the two constant modes. Requiring each component of ψ to sum to zero as well picks out one solution.

## Derivation by summation by parts

Write ⟨u, v⟩ = Σₓ conj(u(x)) v(x). A sum over the ring doesn't change under x → x + 1, so

⟨Du, v⟩ = (1/h) Σₓ [conj(u(x+1)) v(x) − conj(u(x)) v(x)]
= (1/h) Σₓ conj(u(x)) [v(x−1) − v(x)]
= ⟨u, D*v⟩.

Taking conjugates gives ⟨D*u, v⟩ = ⟨u, Dv⟩. For φ = (f, g) and ψ = (u, v),

⟨Hφ, ψ⟩ = m⟨f, u⟩ + ⟨D*g, u⟩ + ⟨Df, v⟩ − m⟨g, v⟩
= m⟨f, u⟩ + ⟨g, Du⟩ + ⟨f, D*v⟩ − m⟨g, v⟩
= ⟨φ, Hψ⟩.

In the square, the terms linear in m cancel:

m(mu + D*v) + D*(Du − mv) = m²u + D*Du,
D(mu + D*v) − m(Du − mv) = m²v + DD*v.

Both products of differences equal −L:

(D*Du)(x) = [(u(x) − u(x−1)) − (u(x+1) − u(x))]/h² = −(Lu)(x),
(DD*v)(x) = [(v(x) − v(x+1)) − (v(x−1) − v(x))]/h² = −(Lv)(x).

For the norm, expand both components of Hψ. The cross terms are 2m Re(⟨u, D*v⟩ − ⟨Du, v⟩) = 0, which leaves

‖Hψ‖² = m²‖ψ‖² + ‖Du‖² + ‖D*v‖².

Now let Hψ = Eψ with ψ ≠ 0. Hermiticity gives (conj(E) − E)‖ψ‖² = 0, so E is real. The norm identity then gives E²‖ψ‖² ≥ m²‖ψ‖², hence |E| ≥ |m|.

The energies of plane waves follow explicitly. A lattice plane wave χ satisfies χ(x+1) = χ(1)χ(x) with |χ(1)| = 1. With d = (χ(1) − 1)/h we have Dχ = dχ and D*χ = conj(d)χ, so the amplitudes (a, b) of (aχ, bχ) obey

m a + conj(d) b = E a,
d a − m b = E b.

If E² = m² + |d|², then (a, b) = (E + m, d) solves both equations. It vanishes only when d = 0 and E = −m, and then (0, 1) is a solution. The constant wave has d = 0 and gives E = ±m, so the bound is attained.

Finally, if m = 0 and Hψ = 0, then Du = 0 and D*v = 0. Each field has equal values on neighbouring sites and is constant around the ring. The two constants are free, so the dimension is 2.

Reality of m matters. Take two sites, h = 2 and m = i. Constant spinors now give E = ±i. On alternating spinors the matrix is [[i, −1], [−1, −i]], which sends (1, i) to zero, so E = 0 although |m| = 1. Both the reality of the energies and the gap are lost.

## The Lean file

```lean
import Mathlib

open ComplexConjugate

namespace StaggeredDirac

noncomputable section

/-- Complex two-component fields on the periodic chain with `n` sites if `n ≥ 1`, and on the
infinite chain `ℤ` if `n = 0`. -/
abbrev Spinor (n : ℕ) := (ZMod n → ℂ) × (ZMod n → ℂ)

variable {n : ℕ}

/-- The forward difference `(D u)(x) = (u(x+1) - u(x)) / h`, for spacing `h ≠ 0`. -/
def fwd (h : ℝ) : (ZMod n → ℂ) →ₗ[ℂ] (ZMod n → ℂ) where
  toFun u := fun x => (u (x + 1) - u x) / h
  map_add' u v := by
    funext x
    simp only [Pi.add_apply]
    ring
  map_smul' c u := by
    funext x
    simp only [Pi.smul_apply, smul_eq_mul, RingHom.id_apply]
    ring

/-- The difference `(D* u)(x) = (u(x-1) - u(x)) / h`, for spacing `h ≠ 0`. -/
def bwd (h : ℝ) : (ZMod n → ℂ) →ₗ[ℂ] (ZMod n → ℂ) where
  toFun u := fun x => (u (x - 1) - u x) / h
  map_add' u v := by
    funext x
    simp only [Pi.add_apply]
    ring
  map_smul' c u := by
    funext x
    simp only [Pi.smul_apply, smul_eq_mul, RingHom.id_apply]
    ring

/-- The three-point lattice Laplacian, for spacing `h ≠ 0`. -/
def lap (h : ℝ) (u : ZMod n → ℂ) : ZMod n → ℂ :=
  fun x => (u (x + 1) - 2 * u x + u (x - 1)) / (h : ℂ) ^ 2

/-- The staggered Dirac operator `H = [[m, D*], [D, -m]]`, for spacing `h ≠ 0`. -/
def dirac (h m : ℝ) : Spinor n →ₗ[ℂ] Spinor n where
  toFun ψ := ((m : ℂ) • ψ.1 + bwd h ψ.2, fwd h ψ.1 - (m : ℂ) • ψ.2)
  map_add' φ ψ := by
    simp only [Prod.fst_add, Prod.snd_add, map_add, Prod.mk_add_mk]
    exact Prod.ext (by module) (by module)
  map_smul' c ψ := by
    simp only [Prod.smul_fst, Prod.smul_snd, map_smul, Prod.smul_mk, RingHom.id_apply]
    exact Prod.ext (by module) (by module)

/-- The inner product of two spinors, summed over sites and components. -/
def pairing [NeZero n] (φ ψ : Spinor n) : ℂ :=
  star φ.1 ⬝ᵥ ψ.1 + star φ.2 ⬝ᵥ ψ.2

/-- The squared norm of a spinor. -/
def sqNorm [NeZero n] (ψ : Spinor n) : ℝ := ∑ x, (‖ψ.1 x‖ ^ 2 + ‖ψ.2 x‖ ^ 2)

/-- The spinor whose two components are constant along the chain. -/
def constMode : (ℂ × ℂ) →ₗ[ℂ] Spinor n where
  toFun c := (fun _ => c.1, fun _ => c.2)
  map_add' _ _ := rfl
  map_smul' _ _ := rfl

/-- Summation by parts: `D` and `D*` are adjoint to each other. -/
theorem fwd_bwd_adjoint [NeZero n] (h : ℝ) (u v : ZMod n → ℂ) :
    star (fwd h u) ⬝ᵥ v = star u ⬝ᵥ bwd h v ∧
      star (bwd h u) ⬝ᵥ v = star u ⬝ᵥ fwd h v := by
  -- a sum over the ring is unchanged by a translation
  have shift : ∀ f : ZMod n → ℂ, ∑ x, f (x + 1) = ∑ x, f x :=
    fun f => Equiv.sum_comp (Equiv.addRight (1 : ZMod n)) f
  constructor
  · have s := shift (fun x => conj (u x) * v (x - 1) / h)
    simp only [add_sub_cancel_right] at s
    simp only [dotProduct]
    rw [← sub_eq_zero, ← Finset.sum_sub_distrib] at s ⊢
    refine Eq.trans (Finset.sum_congr rfl fun x _ => ?_) s
    simp only [fwd, bwd, LinearMap.coe_mk, AddHom.coe_mk, Pi.star_apply,
      Complex.star_def, map_div₀, map_sub, Complex.conj_ofReal]
    ring
  · have s := (shift (fun x => conj (u (x - 1)) * v x / h)).symm
    simp only [add_sub_cancel_right] at s
    simp only [dotProduct]
    rw [← sub_eq_zero, ← Finset.sum_sub_distrib] at s ⊢
    refine Eq.trans (Finset.sum_congr rfl fun x _ => ?_) s
    simp only [fwd, bwd, LinearMap.coe_mk, AddHom.coe_mk, Pi.star_apply,
      Complex.star_def, map_div₀, map_sub, Complex.conj_ofReal]
    ring

/-- The staggered Dirac operator is Hermitian. -/
theorem dirac_hermitian [NeZero n] (h m : ℝ) (φ ψ : Spinor n) :
    pairing (dirac h m φ) ψ = pairing φ (dirac h m ψ) := by
  have a1 := (fwd_bwd_adjoint h φ.1 ψ.2).1
  have a2 := (fwd_bwd_adjoint h φ.2 ψ.1).2
  simp only [pairing, dirac, LinearMap.coe_mk, AddHom.coe_mk, star_add, star_sub, star_smul,
    Complex.star_def, Complex.conj_ofReal, add_dotProduct, sub_dotProduct, dotProduct_add,
    dotProduct_sub, smul_dotProduct, dotProduct_smul, smul_eq_mul]
  linear_combination a1 + a2

/-- The square of the Dirac operator is `m² - L` on each of the two components. -/
theorem dirac_sq (h m : ℝ) (ψ : Spinor n) :
    dirac h m (dirac h m ψ) =
      ((m : ℂ) ^ 2 • ψ.1 - lap h ψ.1, (m : ℂ) ^ 2 • ψ.2 - lap h ψ.2) := by
  refine Prod.ext (funext fun x => ?_) (funext fun x => ?_) <;>
  · simp only [dirac, fwd, bwd, lap, LinearMap.coe_mk, AddHom.coe_mk, Pi.add_apply,
      Pi.sub_apply, Pi.smul_apply, smul_eq_mul, add_sub_cancel_right, sub_add_cancel]
    ring

/-- The inner product of a spinor with itself is its squared norm. -/
theorem pairing_self [NeZero n] (ψ : Spinor n) : pairing ψ ψ = (sqNorm ψ : ℂ) := by
  simp [pairing, sqNorm, dotProduct, Complex.conj_mul', Finset.sum_add_distrib]

/-- Mass and lattice gradients contribute separately:
`‖Hψ‖² = m² ‖ψ‖² + ‖D ψ₁‖² + ‖D* ψ₂‖²`. -/
theorem sqNorm_dirac [NeZero n] (h m : ℝ) (ψ : Spinor n) :
    sqNorm (dirac h m ψ) = m ^ 2 * sqNorm ψ + sqNorm (fwd h ψ.1, bwd h ψ.2) := by
  apply Complex.ofReal_injective
  push_cast
  simp only [← pairing_self]
  -- the terms linear in the mass cancel by summation by parts
  have a1 := (fwd_bwd_adjoint h ψ.1 ψ.2).1
  have a2 := (fwd_bwd_adjoint h ψ.2 ψ.1).2
  simp only [pairing, dirac, LinearMap.coe_mk, AddHom.coe_mk, star_add, star_sub, star_smul,
    Complex.star_def, Complex.conj_ofReal, add_dotProduct, sub_dotProduct, dotProduct_add,
    dotProduct_sub, smul_dotProduct, dotProduct_smul, smul_eq_mul]
  linear_combination (-(m : ℂ)) * a1 + (m : ℂ) * a2

/-- Mass gap: every eigenvalue `E` of the Dirac operator is real and obeys `|E| ≥ |m|`. -/
theorem eigenvalue_gap [NeZero n] (h m : ℝ) (E : ℂ) (ψ : Spinor n) (hψ : ψ ≠ 0)
    (hE : dirac h m ψ = E • ψ) : E.im = 0 ∧ |m| ≤ |E.re| := by
  have nonneg : ∀ φ : Spinor n, 0 ≤ sqNorm φ :=
    fun φ => Finset.sum_nonneg fun x _ => by positivity
  -- a nonzero spinor has positive norm
  have hp : 0 < sqNorm ψ := by
    refine lt_of_le_of_ne (nonneg ψ) fun h0 => hψ ?_
    have key : ∀ x, ‖ψ.1 x‖ ^ 2 + ‖ψ.2 x‖ ^ 2 = 0 := fun x =>
      (Finset.sum_eq_zero_iff_of_nonneg (fun y (_ : y ∈ Finset.univ) =>
        (by positivity : 0 ≤ ‖ψ.1 y‖ ^ 2 + ‖ψ.2 y‖ ^ 2))).1 h0.symm x (Finset.mem_univ x)
    refine Prod.ext (funext fun x => ?_) (funext fun x => ?_)
    · have : ‖ψ.1 x‖ ^ 2 = 0 := by
        linarith [key x, sq_nonneg ‖ψ.1 x‖, sq_nonneg ‖ψ.2 x‖]
      simpa using this
    · have : ‖ψ.2 x‖ ^ 2 = 0 := by
        linarith [key x, sq_nonneg ‖ψ.1 x‖, sq_nonneg ‖ψ.2 x‖]
      simpa using this
  -- Hermiticity makes the eigenvalue real
  have r := dirac_hermitian h m ψ ψ
  rw [hE] at r
  have r' : (conj E - E) * (sqNorm ψ : ℂ) = 0 := by
    rw [← pairing_self]
    simp only [pairing, Prod.smul_fst, Prod.smul_snd, star_smul, Complex.star_def,
      smul_dotProduct, dotProduct_smul, smul_eq_mul] at r ⊢
    linear_combination r
  have hne : (sqNorm ψ : ℂ) ≠ 0 := by exact_mod_cast hp.ne'
  have him : E.im = 0 :=
    Complex.conj_eq_iff_im.1 (sub_eq_zero.1 ((mul_eq_zero.1 r').resolve_right hne))
  refine ⟨him, sq_le_sq.1 (le_of_mul_le_mul_right ?_ hp)⟩
  -- the gradient terms can only raise the squared energy
  have e := sqNorm_dirac h m ψ
  have hs : sqNorm (E • ψ) = ‖E‖ ^ 2 * sqNorm ψ := by
    simp only [sqNorm, Prod.smul_fst, Prod.smul_snd, Pi.smul_apply, smul_eq_mul, norm_mul,
      mul_pow, Finset.mul_sum, mul_add]
  have hn : ‖E‖ ^ 2 = E.re ^ 2 := by
    rw [Complex.sq_norm, Complex.normSq_apply, him]
    ring
  rw [hE, hs, hn] at e
  linarith [nonneg (fwd h ψ.1, bwd h ψ.2)]

/-- Dispersion relation: for a lattice plane wave `χ`, each real `E` with
`E² = m² + |χ(1) - 1|² / h²` is an eigenvalue of the Dirac operator. -/
theorem plane_wave_eigenvalue [NeZero n] (h m E : ℝ) (χ : AddChar (ZMod n) ℂ)
    (hE : E ^ 2 = m ^ 2 + ‖χ 1 - 1‖ ^ 2 / h ^ 2) :
    ∃ ψ : Spinor n, ψ ≠ 0 ∧ dirac h m ψ = (E : ℂ) • ψ := by
  have hc : χ (-1) = conj (χ 1) := AddChar.map_neg_eq_conj χ 1
  have hd : (χ (-1) - 1) / h * ((χ 1 - 1) / h) = (E : ℂ) ^ 2 - (m : ℂ) ^ 2 := by
    have e : (E : ℂ) ^ 2 = (m : ℂ) ^ 2 + (‖χ 1 - 1‖ : ℂ) ^ 2 / (h : ℂ) ^ 2 := by
      exact_mod_cast hE
    have c := Complex.conj_mul' (χ 1 - 1)
    rw [map_sub, map_one (starRingEnd ℂ), ← hc] at c
    rw [e, ← c]
    ring
  -- on plane waves the eigenvalue equation is a two-by-two system
  have wave : ∀ a b : ℂ, m * a + (χ (-1) - 1) / h * b = E * a →
      (χ 1 - 1) / h * a - m * b = E * b →
      dirac h m (fun x => a * χ x, fun x => b * χ x) =
        (E : ℂ) • ((fun x => a * χ x, fun x => b * χ x) : Spinor n) := by
    intro a b h1 h2
    refine Prod.ext (funext fun x => ?_) (funext fun x => ?_)
    · simp only [dirac, bwd, LinearMap.coe_mk, AddHom.coe_mk, sub_eq_add_neg x 1,
        AddChar.map_add_eq_mul, Prod.smul_fst, Pi.add_apply, Pi.smul_apply, smul_eq_mul]
      linear_combination χ x * h1
    · simp only [dirac, fwd, LinearMap.coe_mk, AddHom.coe_mk,
        AddChar.map_add_eq_mul, Prod.smul_snd, Pi.sub_apply, Pi.smul_apply, smul_eq_mul]
      linear_combination χ x * h2
  have amp : ∀ a b : ℂ, ((fun x => a * χ x, fun x => b * χ x) : Spinor n) = 0 →
      a = 0 ∧ b = 0 := fun a b h0 =>
    ⟨by simpa using congrFun (congrArg Prod.fst h0) 0,
      by simpa using congrFun (congrArg Prod.snd h0) 0⟩
  by_cases hz : (E : ℂ) + m = 0 ∧ (χ 1 - 1) / (h : ℂ) = 0
  · have hz' : (χ (-1) - 1) / (h : ℂ) = 0 := by
      have := congrArg conj hz.2
      rwa [map_div₀, map_sub, map_one (starRingEnd ℂ), map_zero (starRingEnd ℂ),
        Complex.conj_ofReal, ← hc] at this
    refine ⟨_, fun h0 => one_ne_zero (amp 0 1 h0).2, wave 0 1 ?_ ?_⟩
    · rw [hz']
      ring
    · linear_combination -hz.1
  · refine ⟨_, fun h0 => hz (amp (E + m) ((χ 1 - 1) / h) h0), wave _ _ ?_ ?_⟩
    · linear_combination hd
    · ring

/-- For `h ≠ 0` the zero modes of the massless Dirac operator are exactly the spinors with
constant components. -/
theorem massless_kernel [NeZero n] (h : ℝ) (hh : h ≠ 0) :
    LinearMap.ker (dirac (n := n) h 0) = LinearMap.range constMode := by
  -- a field invariant under translation by one site is constant
  have const : ∀ u : ZMod n → ℂ, (∀ x, u (x + 1) = u x) → ∀ x, u x = u 0 := by
    intro u hu x
    have hk : ∀ k : ℕ, u (k : ZMod n) = u 0 := by
      intro k
      induction k with
      | zero => simp
      | succ k ih => rw [Nat.cast_succ, hu, ih]
    rw [← ZMod.natCast_zmod_val x]
    exact hk _
  ext ψ
  constructor
  · intro hψ
    have hH : dirac h 0 ψ = 0 := LinearMap.mem_ker.1 hψ
    have h1 : ∀ x, ψ.1 (x + 1) = ψ.1 x := fun x => by
      simpa [dirac, fwd, hh, sub_eq_zero] using congrFun (congrArg Prod.snd hH) x
    have h2 : ∀ x, ψ.2 x = ψ.2 (x + 1) := fun x => by
      simpa [dirac, bwd, hh, sub_eq_zero] using congrFun (congrArg Prod.fst hH) (x + 1)
    exact ⟨(ψ.1 0, ψ.2 0), Prod.ext (funext fun x => (const _ h1 x).symm)
      (funext fun x => (const _ (fun y => (h2 y).symm) x).symm)⟩
  · rintro ⟨c, rfl⟩
    rw [LinearMap.mem_ker]
    refine Prod.ext (funext fun x => ?_) (funext fun x => ?_) <;>
      simp [dirac, fwd, bwd, constMode]

/-- For `h ≠ 0` the massless Dirac operator has a two-dimensional kernel. -/
theorem massless_kernel_dim [NeZero n] (h : ℝ) (hh : h ≠ 0) :
    Module.finrank ℂ (LinearMap.ker (dirac (n := n) h 0)) = 2 := by
  have inj : Function.Injective (constMode (n := n)) := fun c d hcd =>
    Prod.ext (congrFun (congrArg Prod.fst hcd) 0) (congrFun (congrArg Prod.snd hcd) 0)
  rw [massless_kernel h hh, LinearMap.finrank_range_of_inj inj, Module.finrank_prod,
    Module.finrank_self]

end

end StaggeredDirac
```

```lean
#print axioms StaggeredDirac.dirac_sq
-- 'StaggeredDirac.dirac_sq' depends on axioms: [propext, Classical.choice, Quot.sound]
#print axioms StaggeredDirac.eigenvalue_gap
-- 'StaggeredDirac.eigenvalue_gap' depends on axioms: [propext, Classical.choice, Quot.sound]
#print axioms StaggeredDirac.plane_wave_eigenvalue
-- 'StaggeredDirac.plane_wave_eigenvalue' depends on axioms: [propext, Classical.choice, Quot.sound]
#print axioms StaggeredDirac.massless_kernel_dim
-- 'StaggeredDirac.massless_kernel_dim' depends on axioms: [propext, Classical.choice, Quot.sound]
```

## The statements in physical terms

Sites are elements of `ZMod n`, whose addition wraps around and supplies the periodic boundary. A `Spinor n` is a pair of complex fields, with `ψ.1` = u and `ψ.2` = v. The maps `fwd`, `bwd`, `lap` and `dirac` are D, D*, L and H. The product `pairing` is conjugate-linear in its first argument and carries no factor h; `sqNorm` is the matching squared norm.

The condition `[NeZero n]` makes the ring finite; it excludes `ZMod 0`, which is the infinite chain ℤ. `dirac_sq` doesn't need it, since its identity is local. In `eigenvalue_gap` the number `E` is complex from the start, and its reality is part of the conclusion. In `plane_wave_eigenvalue` a plane wave is an additive character `χ`, and the theorem produces an eigenvector for each listed energy; it doesn't state that the list is complete.

The kernel theorems assume `h ≠ 0`. Lean sets division by zero to zero, so at h = 0 every massless spinor would be a zero mode.

## From the hand calculation to the Lean proof

- `fwd_bwd_adjoint` is summation by parts. Its `shift` step translates the sum by one site, and `ring` compares the summands.
- `dirac_hermitian` expands the pairing and adds the two adjoint relations. `sqNorm_dirac` uses them with weights −m and m, which cancels the cross terms.
- `dirac_sq` checks each component site by site with `ring`.
- `eigenvalue_gap` first shows that a nonzero spinor has positive norm, directly from the sum of squares. It then follows the two steps above: reality from Hermiticity, with `pairing_self` turning the inner product into the squared norm, and the bound from the norm identity.
- `plane_wave_eigenvalue` reduces the problem to the two amplitude equations in `wave`; the case split on `hz` separates out the vanishing eigenvector.
- `massless_kernel` moves from site to site by induction to show that the fields are constant. `massless_kernel_dim` counts the dimension through the injective map `constMode`.

## Scope: one free particle on one ring

The word "staggered" refers here to the pairing of D with D*, as if v(x) sat between the sites x and x + 1. The model has one space dimension, uniform spacing and constant mass, with no gauge field, external potential or interaction. The theorems concern the operator at fixed h. They give no rate of convergence as h → 0 and no bound on rounding errors in a floating-point implementation.
